# The first-order diamagnetic energy of a hydrogen-like circular state is $B^2n^3(n+1)/(8Z^2)$ in atomic units

In the symmetric gauge centred on the nucleus, the term of the Hamiltonian quadratic in a uniform magnetic field $B$ along the polar axis shifts the energy of a circular state ($l=m=n-1$), to first order, by $B^2/8$ times the mean squared distance of the electron from that axis, in atomic units; here the wavefunction $\psi$ stays unnormalised, and the mean of an observable $A$ is the number $\mu$ for which $\int A|\psi|^2=\mu\int|\psi|^2$, with $\int|\psi|^2>0$.

```lean
import Mathlib

open MeasureTheory Real

namespace CircularStateDiamagnetism

noncomputable section

/-- The integral over three-dimensional space in spherical coordinates, with volume element
`r² sin θ dr dθ dφ`. -/
def spaceIntegral (f : ℝ → ℝ → ℝ → ℝ) : ℝ :=
  ∫ φ in (0 : ℝ)..(2 * π), ∫ θ in (0 : ℝ)..π, ∫ r in Set.Ioi (0 : ℝ),
    f r θ φ * (r ^ 2 * Real.sin θ)

/-- The unnormalised circular state (`l = m = n - 1`) of an electron bound to a nucleus of
charge `Z`, in atomic units, for `n ≥ 1`. -/
def circularState (Z : ℝ) (n : ℕ) (r θ φ : ℝ) : ℂ :=
  (((r * Real.sin θ) ^ (n - 1) * Real.exp (-(Z * r / n)) : ℝ) : ℂ) *
    Complex.exp ((((n - 1 : ℕ) * φ : ℝ) : ℂ) * Complex.I)

/-- The observable `A`, a function of position with `A |ψ|²` integrable, has mean `μ` in the
state `ψ`: the norm integral is positive and `∫ A |ψ|² = μ ∫ |ψ|²`. -/
def HasMean (ψ : ℝ → ℝ → ℝ → ℂ) (A : ℝ → ℝ → ℝ → ℝ) (μ : ℝ) : Prop :=
  0 < spaceIntegral (fun r θ φ => ‖ψ r θ φ‖ ^ 2) ∧
    spaceIntegral (fun r θ φ => A r θ φ * ‖ψ r θ φ‖ ^ 2) =
      μ * spaceIntegral (fun r θ φ => ‖ψ r θ φ‖ ^ 2)

/-- The diamagnetic term `B² r² sin² θ / 8` of the Hamiltonian in atomic units, for a uniform
field `B` along the polar axis. -/
def diamagneticTerm (B r θ _φ : ℝ) : ℝ := B ^ 2 / 8 * (r * Real.sin θ) ^ 2

/-- The probability density of a circular state, up to normalisation, is
`(r sin θ)^(2n-2) exp(-2Zr/n)`. -/
theorem circularState_density (Z : ℝ) (n : ℕ) (r θ φ : ℝ) :
    ‖circularState Z n r θ φ‖ ^ 2 =
      (r * Real.sin θ) ^ (2 * (n - 1)) * Real.exp (-(2 * Z / n * r)) := by
  have e : Real.exp (-(2 * Z / n * r)) = Real.exp (-(Z * r / n)) ^ 2 := by
    rw [← Real.exp_nat_mul]
    congr 1
    push_cast
    ring
  -- the azimuthal phase has modulus one
  rw [circularState, norm_mul, Complex.norm_exp_ofReal_mul_I, mul_one, Complex.norm_real,
    Real.norm_eq_abs, sq_abs, e]
  ring

/-- The radial integral of `r^m exp(-ar)` over `r > 0` is `m! / a^(m+1)` for `a > 0`. -/
theorem radial_integral {a : ℝ} (ha : 0 < a) (m : ℕ) :
    ∫ r in Set.Ioi (0 : ℝ), r ^ m * Real.exp (-(a * r)) = m.factorial / a ^ (m + 1) := by
  have h := Real.integral_rpow_mul_exp_neg_mul_Ioi
    (show (0 : ℝ) < (m : ℝ) + 1 by positivity) ha
  rw [add_sub_cancel_right, Real.Gamma_nat_eq_factorial] at h
  simp only [Real.rpow_natCast] at h
  have hm : (m : ℝ) + 1 = ((m + 1 : ℕ) : ℝ) := by push_cast; ring
  rw [h, hm, Real.rpow_natCast, one_div, inv_pow, div_eq_mul_inv, mul_comm]

/-- For `a > 0` the space integral of `(r sin θ)^(2m) exp(-ar)` factors into an azimuthal, a
polar and a radial part. -/
theorem spaceIntegral_factor {a : ℝ} (ha : 0 < a) (m : ℕ) :
    spaceIntegral (fun r θ _ => (r * Real.sin θ) ^ (2 * m) * Real.exp (-(a * r))) =
      2 * π * (∫ θ in (0 : ℝ)..π, Real.sin θ ^ (2 * m + 1)) *
        ((2 * m + 2).factorial / a ^ (2 * m + 3)) := by
  have inner : ∀ θ : ℝ, ∫ r in Set.Ioi (0 : ℝ),
      (r * Real.sin θ) ^ (2 * m) * Real.exp (-(a * r)) * (r ^ 2 * Real.sin θ) =
        Real.sin θ ^ (2 * m + 1) * ((2 * m + 2).factorial / a ^ (2 * m + 3)) := by
    intro θ
    rw [← radial_integral ha (2 * m + 2), ← integral_const_mul]
    congr 1
    funext r
    ring
  simp only [spaceIntegral, inner]
  rw [intervalIntegral.integral_const, intervalIntegral.integral_mul_const, smul_eq_mul]
  ring

/-- For `a > 0`, two more powers of the distance `r sin θ` from the axis multiply the space
integral of `(r sin θ)^(2m) exp(-ar)` by `4(m+1)(m+2)/a²`. -/
theorem spaceIntegral_recurrence {a : ℝ} (ha : 0 < a) (m : ℕ) :
    spaceIntegral (fun r θ _ => (r * Real.sin θ) ^ (2 * (m + 1)) * Real.exp (-(a * r))) =
      4 * ((m : ℝ) + 1) * ((m : ℝ) + 2) / a ^ 2 *
        spaceIntegral (fun r θ _ => (r * Real.sin θ) ^ (2 * m) * Real.exp (-(a * r))) := by
  -- polar part: reduction formula for powers of the sine
  have hs : ∫ θ in (0 : ℝ)..π, Real.sin θ ^ (2 * (m + 1) + 1) =
      (2 * (m : ℝ) + 2) / (2 * m + 3) * ∫ θ in (0 : ℝ)..π, Real.sin θ ^ (2 * m + 1) := by
    rw [show 2 * (m + 1) + 1 = (2 * m + 1) + 2 by ring, integral_sin_pow, Real.sin_zero,
      Real.sin_pi, zero_pow (Nat.succ_ne_zero _)]
    push_cast
    ring
  -- radial part: two steps of the factorial
  have hf : ((2 * (m + 1) + 2).factorial : ℝ) =
      (2 * (m : ℝ) + 4) * (2 * m + 3) * (2 * m + 2).factorial := by
    rw [show 2 * (m + 1) + 2 = (2 * m + 2) + 1 + 1 by ring, Nat.factorial_succ,
      Nat.factorial_succ]
    push_cast
    ring
  have h3 : 2 * (m : ℝ) + 3 ≠ 0 := by positivity
  rw [spaceIntegral_factor ha, spaceIntegral_factor ha, hs, hf,
    show 2 * (m + 1) + 3 = (2 * m + 3) + 2 by ring, pow_add]
  field_simp
  ring

/-- All even moments of the distance from the axis in a circular state with `Z > 0`, `n ≥ 1`:
`⟨(r sin θ)^(2k)⟩ = (n/Z)^(2k) ∏_{j<k} (n+j)(n+j+1)`. -/
theorem circular_moments {Z : ℝ} (hZ : 0 < Z) {n : ℕ} (hn : 1 ≤ n) (k : ℕ) :
    HasMean (circularState Z n) (fun r θ _ => (r * Real.sin θ) ^ (2 * k))
      (((n : ℝ) / Z) ^ (2 * k) *
        ∏ j ∈ Finset.range k, (((n : ℝ) + j) * ((n : ℝ) + j + 1))) := by
  obtain ⟨l, rfl⟩ : ∃ l, n = l + 1 := ⟨n - 1, by omega⟩
  have ha : 0 < 2 * Z / ((l + 1 : ℕ) : ℝ) := by positivity
  have key : spaceIntegral (fun r θ φ =>
      (r * Real.sin θ) ^ (2 * k) * ‖circularState Z (l + 1) r θ φ‖ ^ 2) =
      spaceIntegral (fun r θ _ => (r * Real.sin θ) ^ (2 * (l + k)) *
        Real.exp (-(2 * Z / ((l + 1 : ℕ) : ℝ) * r))) := by
    congr 1
    funext r θ φ
    rw [circularState_density, Nat.add_sub_cancel]
    ring
  have norm : spaceIntegral (fun r θ φ => ‖circularState Z (l + 1) r θ φ‖ ^ 2) =
      spaceIntegral (fun r θ _ => (r * Real.sin θ) ^ (2 * l) *
        Real.exp (-(2 * Z / ((l + 1 : ℕ) : ℝ) * r))) := by
    congr 1
    funext r θ φ
    rw [circularState_density, Nat.add_sub_cancel]
  simp only [HasMean]
  rw [key, norm]
  clear key norm
  refine ⟨?_, ?_⟩
  · rw [spaceIntegral_factor ha]
    exact mul_pos (mul_pos (by positivity) (integral_sin_pow_pos (n := 2 * l + 1)))
      (by positivity)
  · -- climb from one even moment to the next
    induction k with
    | zero => simp
    | succ k ih =>
      rw [show l + (k + 1) = l + k + 1 from rfl, spaceIntegral_recurrence ha, ih,
        Finset.prod_range_succ, show 2 * (k + 1) = 2 * k + 2 by ring, pow_add]
      generalize spaceIntegral _ = S
      generalize (∏ j ∈ Finset.range k,
        ((((l + 1 : ℕ) : ℝ) + (j : ℝ)) * (((l + 1 : ℕ) : ℝ) + (j : ℝ) + 1))) = P
      generalize (((l + 1 : ℕ) : ℝ) / Z) ^ (2 * k) = Q
      push_cast
      field_simp
      ring

/-- In a circular state with `Z > 0` and `n ≥ 1` the mean of `r² sin² θ` is
`n³(n+1)/Z²`. -/
theorem mean_axis_distance_sq {Z : ℝ} (hZ : 0 < Z) {n : ℕ} (hn : 1 ≤ n) :
    HasMean (circularState Z n) (fun r θ _ => (r * Real.sin θ) ^ 2)
      ((n : ℝ) ^ 3 * (n + 1) / Z ^ 2) := by
  have e : (n : ℝ) ^ 3 * (n + 1) / Z ^ 2 = ((n : ℝ) / Z) ^ (2 * 1) *
      ∏ j ∈ Finset.range 1, (((n : ℝ) + j) * ((n : ℝ) + j + 1)) := by
    rw [Finset.prod_range_one]
    push_cast
    ring
  rw [e]
  exact circular_moments hZ hn 1

/-- In a circular state with `Z > 0` and `n ≥ 1` the mean of `(r sin θ)⁴` is `1 + 2/n` times
the square of the mean `n³(n+1)/Z²` of `(r sin θ)²`. -/
theorem mean_axis_distance_fourth {Z : ℝ} (hZ : 0 < Z) {n : ℕ} (hn : 1 ≤ n) :
    HasMean (circularState Z n) (fun r θ _ => (r * Real.sin θ) ^ 4)
      ((1 + 2 / (n : ℝ)) * ((n : ℝ) ^ 3 * (n + 1) / Z ^ 2) ^ 2) := by
  have hn0 : (n : ℝ) ≠ 0 := by
    have : n ≠ 0 := by omega
    exact_mod_cast this
  have e : (1 + 2 / (n : ℝ)) * ((n : ℝ) ^ 3 * (n + 1) / Z ^ 2) ^ 2 =
      ((n : ℝ) / Z) ^ (2 * 2) *
        ∏ j ∈ Finset.range 2, (((n : ℝ) + j) * ((n : ℝ) + j + 1)) := by
    rw [Finset.prod_range_succ, Finset.prod_range_one]
    push_cast
    field_simp
    ring
  rw [e]
  exact circular_moments hZ hn 2

/-- The first-order diamagnetic energy of a circular state with `Z > 0` and `n ≥ 1` is
`(B²/8) n³(n+1)/Z²` in atomic units. -/
theorem diamagnetic_shift (B : ℝ) {Z : ℝ} (hZ : 0 < Z) {n : ℕ} (hn : 1 ≤ n) :
    HasMean (circularState Z n) (diamagneticTerm B)
      (B ^ 2 / 8 * ((n : ℝ) ^ 3 * (n + 1) / Z ^ 2)) := by
  obtain ⟨hpos, hmean⟩ := mean_axis_distance_sq hZ hn
  refine ⟨hpos, ?_⟩
  rw [mul_assoc, ← hmean]
  -- the constant B²/8 comes out of the three integrals
  simp only [spaceIntegral, diamagneticTerm, mul_assoc, integral_const_mul,
    intervalIntegral.integral_const_mul]

/-- For the hydrogen state with `Z = 1` and `n = 1` the first-order diamagnetic energy is
`B²/4` in atomic units. -/
theorem diamagnetic_shift_ground (B : ℝ) :
    HasMean (circularState 1 1) (diamagneticTerm B) (B ^ 2 / 4) := by
  have e : B ^ 2 / 4 = B ^ 2 / 8 * (((1 : ℕ) : ℝ) ^ 3 * (((1 : ℕ) : ℝ) + 1) / 1 ^ 2) := by
    push_cast
    ring
  rw [e]
  exact diamagnetic_shift B one_pos le_rfl

end

end CircularStateDiamagnetism
```

```lean
#print axioms CircularStateDiamagnetism.mean_axis_distance_fourth
-- 'CircularStateDiamagnetism.mean_axis_distance_fourth' depends on axioms: [propext, Classical.choice, Quot.sound]
#print axioms CircularStateDiamagnetism.diamagnetic_shift_ground
-- 'CircularStateDiamagnetism.diamagnetic_shift_ground' depends on axioms: [propext, Classical.choice, Quot.sound]
```

## Circular states and their distance from the axis

Take one electron bound to a fixed nucleus of charge $Z>0$, without spin or relativistic corrections. With the field along the polar axis, and in the symmetric gauge centred on the nucleus, where the vector potential is $\mathbf B\times\mathbf r/2$, the Hamiltonian in atomic units is

$$H=\frac{p^2}{2}-\frac Zr+\frac B2L_z+\frac{B^2}{8}\rho^2,\qquad \rho=r\sin\theta .$$

The last term is `diamagneticTerm B`. The state `circularState Z n` is

$$\psi=\rho^{\,n-1}e^{-Zr/n}e^{i(n-1)\varphi},$$

which has the largest orbital and magnetic quantum numbers in its shell, both equal to $n-1$. The condition $n\ge1$ is the usual range of the principal quantum number, and $Z>0$ describes an attractive nucleus and makes the exponential decay.

`spaceIntegral` is an iterated integral over $r>0$, then $0\le\theta\le\pi$, then $0\le\varphi\le2\pi$, with volume element $r^2\sin\theta$. `HasMean ψ A μ` is the pair of conditions in the opening sentence. Because the norm integral is positive, $\mu$ is unique and equals the expectation value in the normalised state. The definition does not itself demand that $A|\psi|^2$ be integrable, and Lean assigns the value zero to a divergent integral; the observables used here are powers of $\rho$, which the exponential keeps integrable.

The main theorem, `circular_moments`, gives every even moment of $\rho$:

$$\langle\rho^{2k}\rangle=\left(\frac nZ\right)^{2k}\prod_{j=0}^{k-1}(n+j)(n+j+1).$$

Its first two cases are

$$\langle\rho^2\rangle=\frac{n^3(n+1)}{Z^2},\qquad \langle\rho^4\rangle=\left(1+\frac2n\right)\langle\rho^2\rangle^2 .$$

The second says that the variance of $\rho^2$, relative to its squared mean, is $2/n$, so at large $n$ the spread of the electron's distance from the axis is small compared with that distance. Multiplying the first by $B^2/8$ gives `diamagnetic_shift`, and for $Z=n=1$ the result is $B^2/4$.

The theorems concern the mean of the diamagnetic term. Reading that mean as an energy shift is the step supplied by first-order perturbation theory in a weak field: $\psi$ is an eigenstate at $B=0$, and no other orbital state in its shell has the same $L_z$, which the diamagnetic term conserves.

## From the density to the moments

The azimuthal phase has modulus one, so

$$|\psi|^2=\rho^{2(n-1)}e^{-ar},\qquad a=\frac{2Z}{n}.$$

All the integrals needed therefore have the form

$$I_m=\int\rho^{2m}e^{-ar}\,dV,\qquad m=0,1,2,\dots$$

Here $m$ labels a power, as it does in the Lean lemmas, and is not the magnetic quantum number. The volume element contributes $r^2\sin\theta$, and the integrand separates:

$$I_m=2\pi\,S_m\int_0^\infty r^{2m+2}e^{-ar}\,dr,\qquad S_m=\int_0^\pi\sin^{2m+1}\theta\,d\theta .$$

Substituting $t=ar$ turns the radial integral into a Gamma function, with the value $(2m+2)!/a^{2m+3}$.

For the polar part, write $\sin^{2m+3}\theta=\sin^{2m+2}\theta\,\sin\theta$ and integrate by parts. The boundary term vanishes, which leaves

$$S_{m+1}=(2m+2)\int_0^\pi\sin^{2m+1}\theta\cos^2\theta\,d\theta=(2m+2)(S_m-S_{m+1}),$$

and hence

$$S_{m+1}=\frac{2m+2}{2m+3}\,S_m .$$

Raising $m$ by one multiplies the radial part by $(2m+4)(2m+3)/a^2$. The factor $2m+3$ cancels between the two parts:

$$\frac{I_{m+1}}{I_m}=\frac{(2m+2)(2m+4)}{a^2}=\frac{4(m+1)(m+2)}{a^2}.$$

The norm is $I_{n-1}$, and the numerator of $\langle\rho^{2k}\rangle$ is $I_{n-1+k}$. Setting $a=2Z/n$ and $m=n-1+j$, each step contributes

$$\frac{I_{n+j}}{I_{n-1+j}}=\left(\frac nZ\right)^2(n+j)(n+j+1).$$

The product over $j=0,\dots,k-1$ is the stated moment. For $k=1$ it is $(n/Z)^2n(n+1)$. For $k=2$ it is $(n/Z)^4n(n+1)^2(n+2)$, and division by $\langle\rho^2\rangle^2$ leaves $(n+2)/n$.

## The same steps in Lean

`circularState_density` computes $|\psi|^2$, using the Mathlib lemma that a phase $e^{ix}$ with real $x$ has norm one. `radial_integral` rewrites Mathlib's Gamma integral as a factorial; its `m` is the full power of $r$.

`spaceIntegral_factor` separates the space integral. Its auxiliary statement `inner` evaluates the radial integral at fixed $\theta$. The result is a power of $\sin\theta$ times a constant, so the constant leaves the polar integral, and the azimuthal integral gives $2\pi$.

`spaceIntegral_recurrence` is the ratio $I_{m+1}/I_m$, written as a product. The statement `hs` is the sine reduction, taken from `integral_sin_pow`, and `hf` unfolds two steps of the factorial. After `h3` records that $2m+3$ is nonzero, `field_simp` and `ring` carry out the cancellation.

In `circular_moments`, the substitution $n=l+1$ removes the subtraction in $n-1$. The statements `key` and `norm` identify the numerator and the norm with $I_{l+k}$ and $I_l$. Positivity of the norm follows from the factorised form and the positive integral of the sine power. The moment identity is an induction on $k$: the case $k=0$ compares the norm with itself, and the step from $k$ to $k+1$ applies the recurrence at $m=l+k$, which adds the factor $(n+k)(n+k+1)$ to the product.

`mean_axis_distance_sq` and `mean_axis_distance_fourth` are the cases $k=1$ and $k=2$ after algebraic simplification. `diamagnetic_shift` takes the constant $B^2/8$ out of the three nested integrals, and `diamagnetic_shift_ground` substitutes $Z=n=1$.

## The diamagnetic term in a calculation

In an electronic-structure calculation with a uniform field along $z$, in the symmetric gauge with its origin at the nucleus, the diamagnetic term enters the one-electron matrix as

$$\frac{B^2}{8}\langle\chi_p|x^2+y^2|\chi_q\rangle ,$$

where $\chi_p$ and $\chi_q$ are basis functions; the theorem gives the expectation value of this operator for a single electron in a circular Coulomb state.

For the hydrogen ground state, the normalised function is $e^{-r}/\sqrt\pi$ and $\langle x^2+y^2\rangle=2$. At $B=0.01$ atomic units the first-order diamagnetic energy is $2.5\times10^{-5}$ hartree.

For the hydrogen circular state with $n=10$, $\langle x^2+y^2\rangle=11000$ and the energy is $1375\,B^2$, which is 5500 times the ground-state value at the same field. At $B=10^{-5}$ this amounts to $1.375\times10^{-7}$ hartree, beside a linear orbital Zeeman energy $9B/2=4.5\times10^{-5}$ hartree.
